# Halley's iteration for the Lambert function in AM05 converges cubically near the solution

If an AM05 code stops its Lambert-function iteration after a fixed few steps, with no estimate of the remaining error, a poor value of W can pass unnoticed into the exchange energy density. For a Halley step started close enough to a real solution W ≠ -1 of w exp(w) = z, the remaining error is at most a constant times the cube of the error before the step. As the start approaches W, the ratio of the new error to the cube of the old one tends to (W² + 4W + 6)/(12(W+1)²). The theorems do not compute how close the start must be.

```lean
import Mathlib

open Filter Topology

namespace AM05LambertHalley

noncomputable section

/-- The residual `w exp(w) - z` of the Lambert equation. -/
def lambertResidual (z w : ℝ) : ℝ := w * Real.exp w - z

/-- The denominator of the Halley correction for the Lambert equation, defined for `w ≠ -1`. -/
def halleyDenom (z w : ℝ) : ℝ :=
  Real.exp w * (w + 1) - (w + 2) * lambertResidual z w / (2 * w + 2)

/-- One Halley update of the iterate `w` for the equation `w exp(w) = z`, defined where
`w ≠ -1` and `halleyDenom z w ≠ 0`. -/
def halleyStep (z w : ℝ) : ℝ := w - lambertResidual z w / halleyDenom z w

/-- For `w ≠ -1`, the Halley denominator at `z = W exp(W)`, multiplied by `2 (w + 1) exp(-w)`. -/
def halleyScale (W w : ℝ) : ℝ :=
  2 * (w + 1) ^ 2 - (w + 2) * (w - W * Real.exp (W - w))

/-- The argument `s^(3/2) / √24` at which AM05 evaluates the Lambert function, for a reduced
density gradient `s ≥ 0`. -/
def am05Argument (s : ℝ) : ℝ := s ^ (3 / 2 : ℝ) / Real.sqrt 24

/-- The remainder of the exponential after second order, divided by `x³`, tends to `1/6`
as `x` tends to zero. -/
theorem exp_cubic_remainder :
    Tendsto (fun x : ℝ => (Real.exp x - 1 - x - x ^ 2 / 2) / x ^ 3) (𝓝[≠] 0) (𝓝 (1 / 6)) := by
  rw [tendsto_iff_dist_tendsto_zero]
  have habs : Tendsto (fun x : ℝ => |x|) (𝓝[≠] 0) (𝓝 0) :=
    (continuous_abs.tendsto' (0 : ℝ) 0 abs_zero).mono_left nhdsWithin_le_nhds
  refine squeeze_zero' (Eventually.of_forall fun x => dist_nonneg) ?_ habs
  filter_upwards [self_mem_nhdsWithin, habs.eventually_lt_const one_pos] with x hx hx1
  have hx0 : x ≠ 0 := hx
  have hb := Real.exp_bound hx1.le (n := 4) (by norm_num)
  have hs : ∑ m ∈ Finset.range 4, x ^ m / (m.factorial : ℝ)
      = 1 + x + x ^ 2 / 2 + x ^ 3 / 6 := by
    norm_num [Finset.sum_range_succ, Nat.factorial]
  rw [hs] at hb
  have he : (Real.exp x - 1 - x - x ^ 2 / 2) / x ^ 3 - 1 / 6
      = (Real.exp x - (1 + x + x ^ 2 / 2 + x ^ 3 / 6)) / x ^ 3 := by
    field_simp
    ring
  rw [Real.dist_eq, he, abs_div, div_le_iff₀ (abs_pos.2 (pow_ne_zero 3 hx0))]
  exact (hb.trans (mul_le_of_le_one_right (by positivity)
    (by norm_num [Nat.factorial]))).trans_eq (by rw [abs_pow]; ring)

/-- If `w + 1` and `halleyScale W w` are non-zero, the Halley denominator at `z = W exp(W)` is
`exp(w) * halleyScale W w / (2 (w + 1))`, and the error after a Halley step is an explicit quotient
in which the common factor `exp(w)` has cancelled. -/
theorem halley_error_identity {W w : ℝ} (hw : w + 1 ≠ 0) (hP : halleyScale W w ≠ 0) :
    halleyDenom (W * Real.exp W) w = Real.exp w * halleyScale W w / (2 * (w + 1)) ∧
    halleyStep (W * Real.exp W) w - W =
      ((w - W) * halleyScale W w - 2 * (w + 1) * (w - W * Real.exp (W - w)))
        / halleyScale W w := by
  have hexp : Real.exp W = Real.exp w * Real.exp (W - w) := by
    rw [← Real.exp_add]
    congr 1
    ring
  have hres : lambertResidual (W * Real.exp W) w
      = Real.exp w * (w - W * Real.exp (W - w)) := by
    unfold lambertResidual
    rw [hexp]
    ring
  have hden : halleyDenom (W * Real.exp W) w
      = Real.exp w * halleyScale W w / (2 * (w + 1)) := by
    unfold halleyDenom halleyScale
    rw [hres, show 2 * w + 2 = 2 * (w + 1) by ring]
    generalize Real.exp (W - w) = E
    field_simp
  refine ⟨hden, ?_⟩
  unfold halleyStep
  rw [hden, hres]
  have ha := Real.exp_ne_zero w
  generalize halleyScale W w = P at *
  generalize w - W * Real.exp (W - w) = g
  generalize Real.exp w = a at *
  field_simp
  ring

/-- If `W ≠ -1`, then `w + 1` and the scaled Halley denominator are non-zero for all `w`
close enough to `W`. -/
theorem halley_regular {W : ℝ} (hW : W ≠ -1) :
    ∀ᶠ w in 𝓝 W, w + 1 ≠ 0 ∧ halleyScale W w ≠ 0 := by
  have h1 : W + 1 ≠ 0 := fun h => hW (by linarith)
  have c1 : Continuous fun w : ℝ => w + 1 := by fun_prop
  have c2 : Continuous (halleyScale W) := by unfold halleyScale; fun_prop
  have h2 : halleyScale W W ≠ 0 := by simp [halleyScale, h1]
  exact (c1.continuousAt.eventually_ne h1).and (c2.continuousAt.eventually_ne h2)

/-- For `W ≠ -1`, the error after a Halley step divided by the cube of the error before it tends
to `(W² + 4W + 6) / (12 (W + 1)²)` as the iterate approaches `W`. -/
theorem halley_error_constant {W : ℝ} (hW : W ≠ -1) :
    Tendsto (fun w => (halleyStep (W * Real.exp W) w - W) / (w - W) ^ 3) (𝓝[≠] W)
      (𝓝 ((W ^ 2 + 4 * W + 6) / (12 * (W + 1) ^ 2))) := by
  have h1 : W + 1 ≠ 0 := fun h => hW (by linarith)
  have lim : ∀ (f : ℝ → ℝ) (a : ℝ), Continuous f → f W = a → Tendsto f (𝓝[≠] W) (𝓝 a) :=
    fun f a hf ha => (hf.tendsto' W a ha).mono_left nhdsWithin_le_nhds
  have hx : Tendsto (fun w : ℝ => W - w) (𝓝[≠] W) (𝓝[≠] 0) := by
    refine tendsto_nhdsWithin_iff.2 ⟨lim _ _ (by fun_prop) (by simp), ?_⟩
    filter_upwards [self_mem_nhdsWithin] with w hw
    have hw' : w ≠ W := hw
    exact sub_ne_zero.2 hw'.symm
  have hq := exp_cubic_remainder.comp hx
  have hA := lim (fun w => 1 + W + W ^ 2 / 2 + (w - W) * W / 2) (1 + W + W ^ 2 / 2)
    (by fun_prop) (by simp)
  have hB := lim (fun w => W * (2 * (W + 1) + (w - W) * (W + 4) + (w - W) ^ 2))
    (W * (2 * (W + 1))) (by fun_prop) (by simp)
  have hS := lim (halleyScale W) (2 * (W + 1) ^ 2)
    (by unfold halleyScale; fun_prop) (by simp [halleyScale])
  have key : Tendsto (fun w => (1 + W + W ^ 2 / 2 + (w - W) * W / 2
      - W * (2 * (W + 1) + (w - W) * (W + 4) + (w - W) ^ 2)
        * ((Real.exp (W - w) - 1 - (W - w) - (W - w) ^ 2 / 2) / (W - w) ^ 3))
        / halleyScale W w) (𝓝[≠] W)
      (𝓝 ((1 + W + W ^ 2 / 2 - W * (2 * (W + 1)) * (1 / 6)) / (2 * (W + 1) ^ 2))) :=
    (hA.sub (hB.mul hq)).div hS (by positivity)
  have hv : (W ^ 2 + 4 * W + 6) / (12 * (W + 1) ^ 2)
      = (1 + W + W ^ 2 / 2 - W * (2 * (W + 1)) * (1 / 6)) / (2 * (W + 1) ^ 2) := by
    field_simp
    ring
  rw [hv]
  refine key.congr' ?_
  filter_upwards [self_mem_nhdsWithin, nhdsWithin_le_nhds (halley_regular hW)] with w hw hreg
  have hw' : w ≠ W := hw
  have hx0 : W - w ≠ 0 := sub_ne_zero.2 hw'.symm
  rw [(halley_error_identity hreg.1 hreg.2).2, div_right_comm]
  congr 1
  rw [eq_div_iff (pow_ne_zero 3 (sub_ne_zero.2 hw'))]
  have hc : (Real.exp (W - w) - 1 - (W - w) - (W - w) ^ 2 / 2) / (W - w) ^ 3 * (w - W) ^ 3
      = -(Real.exp (W - w) - 1 - (W - w) - (W - w) ^ 2 / 2) := by
    rw [show (w - W) ^ 3 = -(W - w) ^ 3 by ring, mul_neg,
      div_mul_cancel₀ _ (pow_ne_zero 3 hx0)]
  -- the first and second orders in `w - W` cancel here
  unfold halleyScale
  linear_combination (-(W * (2 * (W + 1) + (w - W) * (W + 4) + (w - W) ^ 2))) * hc

/-- For `W ≠ -1`, every `w` close enough to `W` has a well-defined Halley step, whose error is at
most a constant times the cube of the previous error. -/
theorem halley_cubic {W : ℝ} (hW : W ≠ -1) :
    ∃ C > 0, ∃ r > 0, ∀ w, |w - W| < r →
      w ≠ -1 ∧ halleyDenom (W * Real.exp W) w ≠ 0 ∧
        |halleyStep (W * Real.exp W) w - W| ≤ C * |w - W| ^ 3 := by
  have hlim := (halley_error_constant hW).abs.eventually_lt_const (lt_add_one _)
  rw [eventually_nhdsWithin_iff] at hlim
  obtain ⟨r, hr, hball⟩ := Metric.eventually_nhds_iff.1 (hlim.and (halley_regular hW))
  refine ⟨|(W ^ 2 + 4 * W + 6) / (12 * (W + 1) ^ 2)| + 1, by positivity, r, hr,
    fun w hw => ?_⟩
  obtain ⟨hb, h1, hP⟩ := hball (by rwa [Real.dist_eq] : dist w W < r)
  refine ⟨fun h => h1 (by rw [h]; norm_num), ?_, ?_⟩
  · rw [(halley_error_identity h1 hP).1]
    exact div_ne_zero (mul_ne_zero (Real.exp_ne_zero w) hP) (mul_ne_zero two_ne_zero h1)
  · by_cases h : w = W
    · subst h
      simp [halleyStep, lambertResidual]
    · have hlt := hb h
      rw [abs_div, div_lt_iff₀ (abs_pos.2 (pow_ne_zero 3 (sub_ne_zero.2 h))), abs_pow] at hlt
      exact hlt.le

/-- For `W ≠ -1` and a start close enough to `W`, all Halley iterates are well defined and the
scaled error after `n` steps is at most the initial scaled error to the power `3^n`. -/
theorem halley_iterates {W : ℝ} (hW : W ≠ -1) :
    ∃ K > 0, ∀ w₀, K * |w₀ - W| < 1 → ∀ n : ℕ,
      (halleyStep (W * Real.exp W))^[n] w₀ ≠ -1 ∧
      halleyDenom (W * Real.exp W) ((halleyStep (W * Real.exp W))^[n] w₀) ≠ 0 ∧
      K * |(halleyStep (W * Real.exp W))^[n] w₀ - W| ≤ (K * |w₀ - W|) ^ (3 ^ n) := by
  obtain ⟨C, hC, r, hr, h⟩ := halley_cubic hW
  have hri : 0 < 1 / r := by positivity
  obtain ⟨K, hK1, hKC, hKr⟩ : ∃ K : ℝ, 1 ≤ K ∧ C ≤ K ∧ 1 / r ≤ K :=
    ⟨C + 1 + 1 / r, by linarith, by linarith, by linarith⟩
  have hK0 : 0 < K := by linarith
  have hK2 : C ≤ K ^ 2 := by nlinarith
  have near : ∀ w, K * |w - W| < 1 → |w - W| < r := by
    intro w hw
    have h1 : 1 ≤ K * r := (div_le_iff₀ hr).1 hKr
    by_contra hn
    have h2 := mul_le_mul_of_nonneg_left (not_lt.1 hn) hK0.le
    linarith
  -- in scaled form one step cubes the error
  have cube : ∀ w, K * |w - W| < 1 →
      K * |halleyStep (W * Real.exp W) w - W| ≤ (K * |w - W|) ^ 3 := by
    intro w hw
    calc K * |halleyStep (W * Real.exp W) w - W|
        ≤ K * (C * |w - W| ^ 3) := mul_le_mul_of_nonneg_left (h w (near w hw)).2.2 hK0.le
      _ ≤ K * (K ^ 2 * |w - W| ^ 3) := by gcongr
      _ = (K * |w - W|) ^ 3 := by ring
  refine ⟨K, hK0, fun w₀ h0 => ?_⟩
  have small : ∀ n : ℕ, (K * |w₀ - W|) ^ (3 ^ n) < 1 := fun n =>
    pow_lt_one₀ (by positivity) h0 (by positivity)
  have bound : ∀ n : ℕ, K * |(halleyStep (W * Real.exp W))^[n] w₀ - W|
      ≤ (K * |w₀ - W|) ^ (3 ^ n) := by
    intro n
    induction n with
    | zero => simp
    | succ n ih =>
      rw [Function.iterate_succ_apply', pow_succ 3 n, pow_mul]
      exact (cube _ (ih.trans_lt (small n))).trans (pow_le_pow_left₀ (by positivity) ih 3)
  intro n
  have hn := h _ (near _ ((bound n).trans_lt (small n)))
  exact ⟨hn.1, hn.2.1, bound n⟩

/-- For every reduced gradient `s ≥ 0` the Lambert equation of AM05 has a solution `W ≥ 0`, and
Halley iterates started close enough to `W` approach it with scaled error at most the initial
scaled error to the power `3^n`. -/
theorem am05_halley {s : ℝ} (hs : 0 ≤ s) :
    ∃ W ≥ 0, W * Real.exp W = am05Argument s ∧
      ∃ K > 0, ∀ w₀, K * |w₀ - W| < 1 → ∀ n : ℕ,
        K * |(halleyStep (am05Argument s))^[n] w₀ - W| ≤ (K * |w₀ - W|) ^ (3 ^ n) := by
  have hz : 0 ≤ am05Argument s := by unfold am05Argument; positivity
  have hc : Continuous fun w : ℝ => w * Real.exp w := by fun_prop
  -- the intermediate value theorem on `[0, z]` gives the solution
  obtain ⟨W, hWz, hW⟩ := intermediate_value_Icc hz hc.continuousOn
    (show am05Argument s ∈ Set.Icc ((0 : ℝ) * Real.exp 0)
        (am05Argument s * Real.exp (am05Argument s)) from
      ⟨by simpa using hz, le_mul_of_one_le_right hz (Real.one_le_exp hz)⟩)
  have hW' : W * Real.exp W = am05Argument s := hW
  have hW0 : 0 ≤ W := hWz.1
  obtain ⟨K, hK, h⟩ := halley_iterates (W := W) (by linarith : (-1 : ℝ) < W).ne'
  rw [hW'] at h
  exact ⟨W, hW0, hW', K, hK, fun w₀ h0 n => (h w₀ h0 n).2.2⟩

end

end AM05LambertHalley
```

```lean
#print axioms AM05LambertHalley.am05_halley
```

```
'AM05LambertHalley.am05_halley' depends on axioms: [propext, Classical.choice, Quot.sound]
```

## The step and its error bounds

The equation to solve is w exp(w) = z for real w, with z given. Its residual is h(w) = w exp(w) - z, written `lambertResidual z w`. One Halley update is

H(w) = w - h(w)/D(w), D(w) = exp(w)(w+1) - (w+2)h(w)/(2w+2).

In Lean, D is `halleyDenom z w` and H is `halleyStep z w`. Both take the input z and the current iterate w, as a program would. The solution W enters only in the theorems, where z is set to W exp(W).

`halley_cubic` says that for every real W ≠ -1 there are C > 0 and r > 0 such that |w - W| < r implies w ≠ -1, D(w) ≠ 0 and

|H(w) - W| ≤ C |w - W|³.

The condition W ≠ -1 admits W > -1, the principal branch, and also the lower real branch W < -1. At W = -1 the derivative (w+1)exp(w) vanishes and the root is double. A Halley step then only reduces a small error to about a third, so no cubic bound holds there.

`halley_error_constant` gives the sharp local rate: as w approaches W with w ≠ W,

(H(w) - W)/(w - W)³ → (W² + 4W + 6)/(12(W+1)²).

The numerator is (W+2)² + 2, so the limit is positive and the order is exactly three. The constant grows without bound as W approaches -1.

`halley_iterates` treats repeated steps, written `(halleyStep (W * Real.exp W))^[n] w₀` for the n-th iterate wₙ. There is a K > 0 such that K|w₀ - W| < 1 keeps every step well defined and gives, for all n,

K|wₙ - W| ≤ (K|w₀ - W|)^(3ⁿ).

## Where AM05 needs W

AM05 builds its surface exchange from the Airy gas, which consists of non-interacting electrons in a linear potential. Let s = |∇ρ|/(2(3π²)^(1/3) ρ^(4/3)) be the reduced gradient of the electron density ρ, and ζ the scaled distance outside the classical edge. With W = (2/3)ζ^(3/2), the leading exponential tail of the Airy-gas density, far outside the edge, gives

W exp(W) = s^(3/2)/√24.

This is the source of the constant √24. AM05 uses the same equation to define W at every s, also where the tail formula is no longer accurate. The file takes the right-hand side as the definition `am05Argument s` and does not derive it from the Airy gas.

`am05_halley` states that for each s ≥ 0 this equation has a solution W ≥ 0, and that the iteration bound holds for it. The solution is unique among non-negative numbers, because w exp(w) increases there.

For semilocal density-functional calculations, this supports using a few Halley steps at each grid point, in real arithmetic and from a sufficiently good starting value. The theorems supply no starting formula, and K may depend on s. Rounding errors and the rest of the functional, including its correlation part, are not modelled.

## Why two orders cancel

Write d = w - W for the error before the step, and put

g = w - W exp(W-w), P = 2(w+1)² - (w+2)g.

Since exp(W) = exp(w) exp(W-w), the residual and the denominator share a factor exp(w):

h(w) = exp(w) g, D(w) = exp(w) P/(2(w+1)).

The factor cancels in the quotient, leaving

H(w) - W = d - 2(w+1)g/P = [dP - 2(w+1)g]/P.

This is `halley_error_identity`, with P named `halleyScale W w`. Its proof rewrites the exponential, replaces the recurring expressions by plain variables, and clears denominators with `field_simp` and `ring`. At w = W one has g = 0 and P = 2(W+1)² ≠ 0. By continuity, P and w+1 stay non-zero nearby, which is `halley_regular`.

Now expand the exponential, keeping its remainder R exact:

exp(W-w) = 1 - d + d²/2 + R.

Then

g = (W+1)d - Wd²/2 - WR.

Collecting the terms that multiply g, the numerator of the error is

N = 2d(w+1)² - gB, B = 2(W+1) + (W+4)d + d².

Substitute w+1 = W+1+d and sort by powers of d. The first-order coefficient is

2(W+1)² - 2(W+1)² = 0.

The second-order coefficient is

4(W+1) - (W+1)(W+4) + W(W+1) = 0.

What remains is

N = d³(1 + W + W²/2 + Wd/2) + WBR.

The remainder is also of third order. `exp_cubic_remainder` proves that (exp(x) - 1 - x - x²/2)/x³ tends to 1/6 as x → 0. It bounds the distance of this quotient from 1/6 by |x| for 0 < |x| < 1, using `Real.exp_bound` with four terms. Here x = W - w = -d, so R/d³ → -1/6. Since B → 2(W+1),

N/d³ → 1 + W + W²/2 - W(W+1)/3 = (W² + 4W + 6)/6.

Division by P → 2(W+1)² gives the stated error constant. In `halley_error_constant`, `key` assembles this limit from the limits of its parts, `hc` accounts for the sign between (W-w)³ and (w-W)³, and the final `linear_combination` checks the cancellation of the two lower orders.

## From one step to all steps

A quotient with a finite limit is bounded near W. `halley_cubic` takes C to be the absolute value of the limit plus one, and chooses r so that both this bound and the non-vanishing of w+1 and P hold. The quotient says nothing at w = W, so that case is handled separately: the residual is zero there and the step returns W.

For repeated steps, choose K at least as large as 1, C and 1/r. If K|w - W| < 1, then |w - W| < 1/K ≤ r, so the cubic bound applies. Also C ≤ K ≤ K², and therefore

K|H(w) - W| ≤ KC|w - W|³ ≤ (K|w - W|)³.

These two facts are `near` and `cube` in `halley_iterates`. Induction on n does the rest: cubing a quantity raised to the power 3ⁿ gives the power 3ⁿ⁺¹, and the scaled error stays below 1, so the next step is again allowed.

For AM05, put z = s^(3/2)/√24 ≥ 0. The continuous function w exp(w) is 0 at w = 0 and at least z at w = z. The intermediate value theorem gives a solution W in [0, z], and W ≥ 0 guarantees W ≠ -1.

## The case of zero density gradient, s = 0

At s = 0 the input is z = 0 and the solution is W = 0. The exponentials cancel completely, and for w ≠ -1 the step becomes

H(w) = w - 2w(w+1)/(w² + 2w + 2) = w³/(w² + 2w + 2).

Starting from w₀ = 0.1,

w₁ = 0.001/2.21 ≈ 4.52 × 10⁻⁴,

w₂ ≈ 4.63 × 10⁻¹¹.

The first ratio w₁/w₀³ is 1/2.21 ≈ 0.452, and the second is already very close to the limiting constant 6/12 = 1/2. Because w² + 2w + 2 = (w+1)² + 1 ≥ 1, the choice K = 1 works here. The bound then allows an error of 10⁻⁹ after two steps, and the actual error is smaller.
